# Symmetric and antisymmetric splitting of the particle–particle ladder and its quarter-size index count

Let i, j be occupied and a, b, c, d virtual indices, and let V and t be real tensors with V_abcd = V_badc and t_ijcd = t_jidc. The ladder contraction

R_ijab = Σ_cd V_abcd t_ijcd

splits as R = R⁺ + R⁻, where R⁺ is a weighted sum over c ≤ d, symmetric in ab and in ij, and R⁻ is a sum over c < d, antisymmetric in both pairs. With o occupied and v virtual orbitals, the number N of index tuples left in the two packed sums obeys

4N = o²v⁴ + o²v² + 2ov³,

against o²v⁴ for the unrestricted sum. In closed-shell coupled-cluster doubles equations with finitely many real spatial orbitals, V_abcd is the integral ⟨ab|cd⟩ and t the doubles amplitude.

## Objects

The type `ν` holds the virtual indices, `o` the occupied ones, and `α` either.

```lean
import Mathlib

open Finset

namespace ParticleLadder

noncomputable section

variable {ν o α : Type*}
```

`PairSymm X` says X_pqcd = X_qpdc. For ⟨ab|cd⟩ this is the relabelling of the two electrons; here it is a hypothesis.

```lean
/-- Symmetry under simultaneous exchange within both index pairs: `X_pqcd = X_qpdc`. -/
def PairSymm (X : α → α → ν → ν → ℝ) : Prop := ∀ p q c d, X p q c d = X q p d c
```

The parts symmetric and antisymmetric in the last two indices are

X±_pqcd = (X_pqcd ± X_pqdc)/2.

```lean
/-- Part of a four-index tensor symmetric in its last two indices. -/
def symCD (X : α → α → ν → ν → ℝ) (p q : α) (c d : ν) : ℝ := (X p q c d + X p q d c) / 2

/-- Part of a four-index tensor antisymmetric in its last two indices. -/
def asymCD (X : α → α → ν → ν → ℝ) (p q : α) (c d : ν) : ℝ := (X p q c d - X p q d c) / 2
```

`ladder V t i j a b` is R_ijab.

```lean
/-- The ladder contraction `R_ijab = ∑_cd V_abcd t_ijcd` over all virtual pairs. -/
def ladder [Fintype ν] (V : ν → ν → ν → ν → ℝ) (t : o → o → ν → ν → ℝ)
    (i j : o) (a b : ν) : ℝ :=
  ∑ c, ∑ d, V a b c d * t i j c d
```

Any linear order on the orbitals selects the pairs c ≤ d and c < d.

```lean
/-- Index pairs `(c, d)` with `c ≤ d`. -/
def pairsLE (α : Type*) [Fintype α] [LinearOrder α] : Finset (α × α) :=
  univ.filter fun p => p.1 ≤ p.2

/-- Index pairs `(c, d)` with `c < d`. -/
def pairsLT (α : Type*) [Fintype α] [LinearOrder α] : Finset (α × α) :=
  univ.filter fun p => p.1 < p.2
```

With the weight w_cd equal to 1 for c = d and 2 otherwise, the packed sums are defined as

R⁺_ijab = Σ_{c≤d} w_cd V⁺_abcd t⁺_ijcd,

R⁻_ijab = Σ_{c<d} 2 V⁻_abcd t⁻_ijcd.

```lean
/-- Weight of a pair in the packed sum: one on the diagonal, two off it. -/
def pairWeight [LinearOrder ν] (c d : ν) : ℝ := if c = d then 1 else 2

/-- `R⁺_ijab`: weighted sum over `c ≤ d` of the products of the symmetric parts. -/
def ladderPlus [Fintype ν] [LinearOrder ν] (V : ν → ν → ν → ν → ℝ)
    (t : o → o → ν → ν → ℝ) (i j : o) (a b : ν) : ℝ :=
  ∑ p ∈ pairsLE ν, pairWeight p.1 p.2 * (symCD V a b p.1 p.2 * symCD t i j p.1 p.2)

/-- `R⁻_ijab`: twice the sum over `c < d` of the products of the antisymmetric parts. -/
def ladderMinus [Fintype ν] [LinearOrder ν] (V : ν → ν → ν → ν → ℝ)
    (t : o → o → ν → ν → ℝ) (i j : o) (a b : ν) : ℝ :=
  ∑ p ∈ pairsLT ν, 2 * (asymCD V a b p.1 p.2 * asymCD t i j p.1 p.2)
```

N is `packedCost`: tuples with i ≤ j, a ≤ b, c ≤ d, plus tuples with all three inequalities strict.

```lean
/-- Number of index tuples `(i ≤ j, a ≤ b, c ≤ d)` plus number of tuples
`(i < j, a < b, c < d)`. -/
def packedCost (o ν : Type*) [Fintype o] [LinearOrder o] [Fintype ν] [LinearOrder ν] : ℕ :=
  (pairsLE o ×ˢ pairsLE ν ×ˢ pairsLE ν).card + (pairsLT o ×ˢ pairsLT ν ×ˢ pairsLT ν).card
```

A test tensor δ_pc δ_qd, with every index equal to 0 or 1, serves as an example at the end.

```lean
/-- The tensor `δ_pc δ_qd` on two orbitals. -/
def unitTensor (p q c d : Fin 2) : ℝ := if p = c ∧ q = d then 1 else 0
```

## The splitting

Renaming c ↔ d gives Σ_cd f_cd = ½ Σ_cd (f_cd + f_dc) for any summand f. Two summands with the same f_cd + f_dc therefore have the same double sum. `Finset.sum_comm` does the renaming.

```lean
/-- Two summands with the same symmetrisation in `c, d` have the same double sum. -/
theorem sum_eq_of_symmetrized [Fintype α] (f g : α → α → ℝ)
    (h : ∀ c d, f c d + f d c = g c d + g d c) : ∑ c, ∑ d, f c d = ∑ c, ∑ d, g c d := by
  have hf : ∑ c, ∑ d, f d c = ∑ c, ∑ d, f c d := Finset.sum_comm
  have hg : ∑ c, ∑ d, g d c = ∑ c, ∑ d, g c d := Finset.sum_comm
  have hs : ∑ c, ∑ d, (f c d + f d c) = ∑ c, ∑ d, (g c d + g d c) :=
    Finset.sum_congr rfl fun c _ => Finset.sum_congr rfl fun d _ => h c d
  simp only [Finset.sum_add_distrib] at hs
  linarith
```

Pair symmetry moves an exchange of p, q onto c, d:

X±_qpcd = (X_qpcd ± X_qpdc)/2 = (X_pqdc ± X_pqcd)/2 = ±X±_pqcd.

The two rewrites with `h` are the middle equality.

```lean
/-- For `X_pqcd = X_qpdc`, the part symmetric in `c, d` is symmetric in `p, q` and the part
antisymmetric in `c, d` is antisymmetric in `p, q`. -/
theorem parts_swap {X : α → α → ν → ν → ℝ} (h : PairSymm X) (p q : α) (c d : ν) :
    symCD X q p c d = symCD X p q c d ∧ asymCD X q p c d = -asymCD X p q c d := by
  constructor
  · simp only [symCD]
    rw [h q p c d, h q p d c]
    ring
  · simp only [asymCD]
    rw [h q p c d, h q p d c]
    ring
```

Next, R⁺ = Σ_cd V⁺t⁺ and R⁻ = Σ_cd V⁻t⁻ over all c, d. `Finset.sum_filter` turns a packed sum into a full one whose summand is zero outside the chosen pairs, and `lt_trichotomy` separates three cases. For c ≠ d only one ordering contributes to the packed side, giving 2V±_abcd t±_ijcd; the full side gives the same, because both products are even under c ↔ d. For c = d the weight is 1 in R⁺, while V⁻ and t⁻ vanish.

```lean
variable [Fintype ν] [LinearOrder ν] {V : ν → ν → ν → ν → ℝ} {t : o → o → ν → ν → ℝ}

/-- The packed sums `R⁺` and `R⁻` equal the full contractions of the symmetric parts and of
the antisymmetric parts. -/
theorem packed_eq_full (i j : o) (a b : ν) :
    ladderPlus V t i j a b = ladder (symCD V) (symCD t) i j a b ∧
    ladderMinus V t i j a b = ladder (asymCD V) (asymCD t) i j a b := by
  constructor
  · simp only [ladderPlus, ladder, pairsLE, Finset.sum_filter, Fintype.sum_prod_type]
    refine sum_eq_of_symmetrized _ _ fun c d => ?_
    rcases lt_trichotomy c d with h | h | h
    · simp only [h.le, not_le.mpr h, h.ne, h.ne', pairWeight, symCD, if_true, if_false]
      ring
    · subst h
      simp [pairWeight]
    · simp only [h.le, not_le.mpr h, h.ne, h.ne', pairWeight, symCD, if_true, if_false]
      ring
  · simp only [ladderMinus, ladder, pairsLT, Finset.sum_filter, Fintype.sum_prod_type]
    refine sum_eq_of_symmetrized _ _ fun c d => ?_
    rcases lt_trichotomy c d with h | h | h
    · simp only [h, lt_asymm h, asymCD, if_true, if_false]
      ring
    · -- the antisymmetric parts vanish on the diagonal
      subst h
      simp [asymCD]
    · simp only [h, lt_asymm h, asymCD, if_true, if_false]
      ring
```

Since V_abcd = V⁺_abcd + V⁻_abcd and V_abdc = V⁺_abcd − V⁻_abcd, and likewise for t,

V_abcd t_ijcd + V_abdc t_ijdc = 2(V⁺_abcd t⁺_ijcd + V⁻_abcd t⁻_ijcd).

The cross terms cancel, which `ring` confirms, and R = R⁺ + R⁻ follows with no symmetry assumed of V or t.

```lean
/-- For any `V` and `t`, the ladder contraction is `R = R⁺ + R⁻`. -/
theorem ladder_split (i j : o) (a b : ν) :
    ladder V t i j a b = ladderPlus V t i j a b + ladderMinus V t i j a b := by
  rw [(packed_eq_full i j a b).1, (packed_eq_full i j a b).2]
  simp only [ladder, ← Finset.sum_add_distrib]
  -- the symmetric-antisymmetric cross terms drop out on symmetrising in c, d
  refine sum_eq_of_symmetrized _ _ fun c d => ?_
  simp only [symCD, asymCD]
  ring
```

Exchanging a, b touches only V±, so term by term R±_ijba = ±R±_ijab, from `hV` alone.

```lean
/-- If `V_abcd = V_badc`, then `R⁺` is symmetric and `R⁻` antisymmetric in `a, b`. -/
theorem packed_swap_ab (hV : PairSymm V) (i j : o) (a b : ν) :
    ladderPlus V t i j b a = ladderPlus V t i j a b ∧
    ladderMinus V t i j b a = -ladderMinus V t i j a b := by
  unfold ladderPlus ladderMinus
  rw [← Finset.sum_neg_distrib]
  refine ⟨Finset.sum_congr rfl fun p _ => ?_, Finset.sum_congr rfl fun p _ => ?_⟩
  · rw [(parts_swap hV a b p.1 p.2).1]
  · rw [(parts_swap hV a b p.1 p.2).2]
    ring
```

Exchanging i, j touches only t±, so R±_jiab = ±R±_ijab, from `ht` alone.

```lean
/-- If `t_ijcd = t_jidc`, then `R⁺` is symmetric and `R⁻` antisymmetric in `i, j`. -/
theorem packed_swap_ij (ht : PairSymm t) (i j : o) (a b : ν) :
    ladderPlus V t j i a b = ladderPlus V t i j a b ∧
    ladderMinus V t j i a b = -ladderMinus V t i j a b := by
  unfold ladderPlus ladderMinus
  rw [← Finset.sum_neg_distrib]
  refine ⟨Finset.sum_congr rfl fun p _ => ?_, Finset.sum_congr rfl fun p _ => ?_⟩
  · rw [(parts_swap ht i j p.1 p.2).1]
  · rw [(parts_swap ht i j p.1 p.2).2]
    ring
```

The main theorem takes both hypotheses, finite ordered `ν` and arbitrary `o`. It states the four exchange rules and

R_ijab = R_jiba = R⁺_ijab + R⁻_ijab,

R_ijba = R_jiab = R⁺_ijab − R⁻_ijab.

Each permuted element is expanded by `ladder_split`, and `linarith` inserts the signs; in R_jiba the two minus signs cancel. Setting a = b or i = j in the antisymmetry rules gives R⁻ = 0 there, so, once the occupied indices are linearly ordered as well, it suffices to compute R⁺ for i ≤ j, a ≤ b and R⁻ for i < j, a < b.

```lean
/-- For pair-symmetric `V` and `t`: `R⁺` is symmetric and `R⁻` antisymmetric in both `ab` and
`ij`, and `R_ijab = R_jiba = R⁺_ijab + R⁻_ijab`, `R_ijba = R_jiab = R⁺_ijab - R⁻_ijab`. -/
theorem ladder_symmetry_adapted (hV : PairSymm V) (ht : PairSymm t) (i j : o) (a b : ν) :
    (ladderPlus V t i j b a = ladderPlus V t i j a b ∧
      ladderPlus V t j i a b = ladderPlus V t i j a b) ∧
    (ladderMinus V t i j b a = -ladderMinus V t i j a b ∧
      ladderMinus V t j i a b = -ladderMinus V t i j a b) ∧
    ladder V t i j a b = ladderPlus V t i j a b + ladderMinus V t i j a b ∧
    ladder V t j i b a = ladderPlus V t i j a b + ladderMinus V t i j a b ∧
    ladder V t i j b a = ladderPlus V t i j a b - ladderMinus V t i j a b ∧
    ladder V t j i a b = ladderPlus V t i j a b - ladderMinus V t i j a b := by
  obtain ⟨h1, h2⟩ := packed_swap_ab (t := t) hV i j a b
  obtain ⟨h3, h4⟩ := packed_swap_ij (V := V) ht i j a b
  obtain ⟨h5, h6⟩ := packed_swap_ab (t := t) hV j i a b
  refine ⟨⟨h1, h3⟩, ⟨h2, h4⟩, ladder_split i j a b, ?_, ?_, ?_⟩ <;>
    rw [ladder_split] <;> linarith
```

## The count

Among n orbitals, the indicator of c ≤ d symmetrises to 1 + δ_cd and that of c < d to 1 − δ_cd. Replacing them by ½ ± ½δ_cd gives (n² + n)/2 and (n² − n)/2 pairs.

```lean
/-- Among `n` orbitals there are `(n² + n)/2` pairs with `c ≤ d` and `(n² - n)/2` with
`c < d`. -/
theorem card_pairs (α : Type*) [Fintype α] [LinearOrder α] :
    ((pairsLE α).card : ℝ) = ((Fintype.card α : ℝ) ^ 2 + Fintype.card α) / 2 ∧
    ((pairsLT α).card : ℝ) = ((Fintype.card α : ℝ) ^ 2 - Fintype.card α) / 2 := by
  constructor
  · rw [Finset.card_eq_sum_ones, Nat.cast_sum]
    simp only [pairsLE, Nat.cast_one, Finset.sum_filter, Fintype.sum_prod_type]
    have h : (∑ c : α, ∑ d : α, if c ≤ d then (1 : ℝ) else 0)
        = ∑ c : α, ∑ d : α, (1 / 2 + if c = d then (1 / 2 : ℝ) else 0) := by
      refine sum_eq_of_symmetrized _ _ fun c d => ?_
      rcases lt_trichotomy c d with h | h | h
      · norm_num [h.le, not_le.mpr h, h.ne, h.ne']
      · subst h
        norm_num
      · norm_num [h.le, not_le.mpr h, h.ne, h.ne']
    rw [h]
    simp only [Finset.sum_add_distrib, Finset.sum_const, Finset.card_univ, nsmul_eq_mul,
      Finset.sum_ite_eq, Finset.mem_univ, if_true]
    ring
  · rw [Finset.card_eq_sum_ones, Nat.cast_sum]
    simp only [pairsLT, Nat.cast_one, Finset.sum_filter, Fintype.sum_prod_type]
    have h : (∑ c : α, ∑ d : α, if c < d then (1 : ℝ) else 0)
        = ∑ c : α, ∑ d : α, (1 / 2 - if c = d then (1 / 2 : ℝ) else 0) := by
      refine sum_eq_of_symmetrized _ _ fun c d => ?_
      rcases lt_trichotomy c d with h | h | h
      · norm_num [h, lt_asymm h, h.ne, h.ne']
      · subst h
        norm_num
      · norm_num [h, lt_asymm h, h.ne, h.ne']
    rw [h]
    simp only [Finset.sum_sub_distrib, Finset.sum_const, Finset.card_univ, nsmul_eq_mul,
      Finset.sum_ite_eq, Finset.mem_univ, if_true]
    ring
```

Now `o` is finite and ordered too, with o = `Fintype.card o` and v = `Fintype.card ν`. Multiplying pair counts (`Finset.card_product`),

8N = (o² + o)(v² + v)² + (o² − o)(v² − v)² = 2o²v⁴ + 2o²v² + 4ov³.

```lean
/-- With `o` occupied and `v` virtual orbitals, four times the packed tuple count equals
`o² v⁴ + o² v² + 2 o v³`. -/
theorem packedCost_quarter [Fintype o] [LinearOrder o] :
    4 * packedCost o ν = Fintype.card o ^ 2 * Fintype.card ν ^ 4
      + Fintype.card o ^ 2 * Fintype.card ν ^ 2 + 2 * Fintype.card o * Fintype.card ν ^ 3 := by
  apply (Nat.cast_inj (R := ℝ)).mp
  simp only [packedCost, Finset.card_product]
  push_cast
  rw [(card_pairs o).1, (card_pairs o).2, (card_pairs ν).1, (card_pairs ν).2]
  ring
```

The theorem counts index tuples; identifying them with the multiply-adds of an algorithm, and the remarks on limits and code below, are commentary that Lean does not check. For o, v ≥ 1,

N/(o²v⁴) = ¼(1 + 1/v² + 2/(ov)),

which approaches ¼ as v grows. At o = v = 1, N = 1 and nothing is saved; at o = v = 2, N = 27 + 1 = 28 against 64. The quarter is measured against the unrestricted sum: R_ijab = R_jiba alone already leaves only (o²v² + ov)/2 of the o²v² output elements to compute, a fraction that tends to one half as ov grows.

In code, each restricted pair (c ≤ d or c < d, and likewise for ab and ij) can be stored as one compound index and the weights absorbed into t±; R⁺ and R⁻ are then two matrix products over the compound index cd. Forming V± and t± and unpacking R take of order v⁴ and o²v² operations, which N omits, as it omits memory traffic.

## A small example

Take two occupied and two virtual orbitals, each set numbered 0 and 1, with V = t = δ_pc δ_qd and (i, j, a, b) = (0, 1, 0, 1). At (c, d) = (0, 1) all four parts equal ½, and the diagonal terms vanish, so R⁺_0101 = R⁻_0101 = 2·½·½ = ½. The recovery formulas then give R_0101 = 1 and R_0110 = 0.

```lean
/-- The tensor `δ_pc δ_qd` on two orbitals is pair-symmetric, and taken as both `V` and `t`
it gives `R⁺_0101 = R⁻_0101 = 1/2`. -/
theorem pairSymm_witness : PairSymm unitTensor ∧
    ladderPlus unitTensor unitTensor 0 1 0 1 = 1 / 2 ∧
    ladderMinus unitTensor unitTensor 0 1 0 1 = 1 / 2 := by
  refine ⟨fun p q c d => ?_, ?_, ?_⟩
  · unfold unitTensor
    exact if_congr and_comm rfl rfl
  · simp only [ladderPlus, pairsLE, Finset.sum_filter, Fintype.sum_prod_type, Fin.sum_univ_two]
    simp [pairWeight, symCD, unitTensor]
  · simp only [ladderMinus, pairsLT, Finset.sum_filter, Fintype.sum_prod_type, Fin.sum_univ_two]
    simp [asymCD, unitTensor]

end

end ParticleLadder
```

```lean
#print axioms ParticleLadder.ladder_symmetry_adapted
-- 'ParticleLadder.ladder_symmetry_adapted' depends on axioms: [propext, Classical.choice, Quot.sound]
#print axioms ParticleLadder.packedCost_quarter
-- 'ParticleLadder.packedCost_quarter' depends on axioms: [propext, Classical.choice, Quot.sound]
```
